# Orbit–orbit, spin–other-orbit and spin–spin terms from the transverse contraction of two Pauli electron currents

Suppose an electron moves along the $z$ axis and is scattered from momentum $(0,0,k)$ to $(0,0,k')$. Its current has the $x$ component

$$\sigma_x(\sigma_z k)+(\sigma_z k')\sigma_x=-\mathrm i k\,\sigma_y+\mathrm i k'\sigma_y=\mathrm i(k'-k)\,\sigma_y .$$

Nothing moves along $x$, yet the current operator has a nonzero $x$ component whenever $k'\neq k$. Since $\sigma_x$ and $\sigma_z$ anticommute, its two terms cancel only for $k'=k$. The $z$ component is just $k+k'$.

For general momenta I know the claim that $J_i=\sigma_i(\sigma\cdot p)+(\sigma\cdot p')\sigma_i$ is a convection part $p+p'$ plus a spin part $\mathrm i\,\sigma\times(p'-p)$. For two electrons that exchange momentum $q$, the product $J_1\cdot J_2$ should then split into the orbit–orbit, spin–other-orbit and spin–spin terms of the Breit–Pauli interaction. The signs and the operator order are where I lose confidence. Can this be stated rigorously and checked by machine?

## Each current has a convection part and a spin part, and the transverse contraction of two currents gives the terms

Yes, with one correction: the orbit–orbit term of the Breit–Pauli interaction comes from the transverse contraction of the Coulomb gauge, not from $J_1\cdot J_2$ alone. The file below proves the splitting of both for any operators that obey the Pauli product rules.

### From the product rules to the two-electron terms

Write $S$ for the Pauli operators of the first electron and $T$ for those of the second. Components are numbered $0,1,2$ for $x,y,z$, the imaginary unit is $\mathrm i$, and $i,j,l$ are component indices. The product rules are

$$S_iS_j=\delta_{ij}+\mathrm i\sum_l\varepsilon_{ijl}S_l,\qquad S_jS_i=\delta_{ij}-\mathrm i\sum_l\varepsilon_{ijl}S_l .$$

The current of an electron scattered from $p$ to $p'$ is therefore

$$J_i=\sum_j\left(p_jS_iS_j+p'_jS_jS_i\right)=(p+p')_i-\mathrm i\sum_{j,l}\varepsilon_{ijl}(p'-p)_jS_l .$$

Since $(S\times k)_i=\sum_{j,l}\varepsilon_{ilj}S_lk_j$ for a real vector $k$, and $\varepsilon_{ilj}=-\varepsilon_{ijl}$, this is

$$J=(p+p')+\mathrm i\,S\times(p'-p).$$

Now let $p'-p=c\,q$ with a real number $c$. The scalar product $q\cdot J$ contains $q\cdot(S\times q)$, which is

$$q_0(S_1q_2-S_2q_1)+q_1(S_2q_0-S_0q_2)+q_2(S_0q_1-S_1q_0)=0,$$

so that $q\cdot J=q\cdot(p+p')$, without any spin. For $q=p'-p$ this equals $p'^2-p^2$, which is $2m$ times the change in kinetic energy of an electron of mass $m$. It is the continuity equation in momentum space.

For two electrons, let $p_1'-p_1=q$ and $p_2'-p_2=-q$, and set $P_1=p_1+p_1'$ and $P_2=p_2+p_2'$. Here the subscripts 1 and 2 of $p$, $P$ and $J$ number the electrons, while those of $q$, $S$ and $T$ still number components. The currents are

$$J_1=P_1+\mathrm i\,S\times q,\qquad J_2=P_2-\mathrm i\,T\times q .$$

Multiplication, with $\mathrm i\cdot(-\mathrm i)=1$ in the last term, gives

$$J_1\cdot J_2=P_1\cdot P_2+\mathrm i\,P_2\cdot(S\times q)-\mathrm i\,P_1\cdot(T\times q)+(S\times q)\cdot(T\times q).$$

The last term is expanded with every $S$ kept to the left of every $T$. Its component $0$ is

$$(S_1q_2-S_2q_1)(T_1q_2-T_2q_1)=q_2^2S_1T_1+q_1^2S_2T_2-q_1q_2(S_1T_2+S_2T_1),$$

and the other two follow by cyclic permutation. Their sum is

$$\sum_i(q^2-q_i^2)S_iT_i-\sum_{i\ne j}q_iq_jS_iT_j=q^2\,S\cdot T-(S\cdot q)(T\cdot q).$$

The four terms are thus orbit–orbit (still without the transverse correction below), the spin of electron 1 with the motion of electron 2, the spin of electron 2 with the motion of electron 1, and spin–spin. If all momenta lie along $z$, as in your example, the two mixed terms vanish and the spin–spin term is $q_2^2(S_0T_0+S_1T_1)$.

In the Coulomb gauge the exchanged photon is transverse, and the contraction is $J_1\cdot J_2-(q\cdot J_1)(q\cdot J_2)/q^2$. This contraction, with its second term, gives the orbit–orbit term of the Breit–Pauli interaction. Multiplied by $q^2$, it needs no division. Both longitudinal components are spin-free numbers, so the subtraction affects only the orbit–orbit term:

$$q^2J_1\cdot J_2-(q\cdot J_1)(q\cdot J_2)=q^2P_1\cdot P_2-(q\cdot P_1)(q\cdot P_2)+q^2\,(\text{spin terms as before}).$$

### What the Lean theorems say

The operators live in `A`, any ring that is also an algebra over the complex numbers; it need not be commutative. A vector of operators is a function `Fin 3 → A`, and a momentum is a function `Fin 3 → ℝ`. A number that stands for an operator appears as a multiple of `(1 : A)`.

The hypothesis `IsPauliTriple S` lists the product rules, each in both orders. It stands for the algebra of a single spin one-half, in the normalisation $S_i^2=1$; the physical spin is $\hbar S/2$. The definition `along a V` is $a\cdot V$, and `cross V q` is $V\times q$ in the right-handed convention, with the operator vector first. The definition `current S p p' i` is $J_i$ as you wrote it.

In `breit_pauli_reduction` the hypotheses `h₁` and `h₂` express momentum conservation: what electron 1 gains, electron 2 loses. The conclusion is the four-term formula above. The theorem does not assume that $S$ and $T$ commute, since the order is preserved throughout. For two electrons they do commute, and `two_electron_witness` confirms this for Pauli matrices acting on either factor of the two-electron spin space, along with the product rules for both sets.

The theorem `transverse_reduction` is the contraction multiplied by $q^2$. For $q\neq0$ one may divide by $q^2$ and recover the usual form; at $q=0$ it reads $0=0$.

The starting point is the current itself. It comes from the Dirac equation, where to leading order the small component of an electron of momentum $p$ is $\sigma\cdot p/(2mc)$ times the large one, so that the Dirac matrix $\alpha_i$, which is the velocity divided by the speed of light $c$ (not the number $c$ used above), has the matrix element $J_i/(2mc)$ between large components. That step is taken as input. The coupling constant and the photon propagator, which multiply the contraction, are left out. The momenta are fixed real vectors, so the formulas concern a single exchange between plane waves; the Fourier transform to position space, with its contact terms, is not carried out. The Breit–Pauli Hamiltonian also has terms that do not come from this product of currents, such as the Darwin term and the coupling of a spin to its own electron's orbit in the Coulomb field.

Within this leading-order, plane-wave model, the result fixes the relative signs and the tensor structure of the orbit–orbit, spin–other-orbit and spin–spin terms. The last two enter electronic-structure calculations of fine structure and zero-field splitting, together with terms not derived here, such as the coupling of each spin to its own electron's orbit.

```lean
import Mathlib

open Matrix
open scoped Kronecker

namespace BreitPauliReduction

noncomputable section

variable {A : Type*} [Ring A] [Algebra ℂ A]

/-- The product rules of the three Pauli spin operators of one electron. -/
structure IsPauliTriple (S : Fin 3 → A) : Prop where
  sq : ∀ i, S i * S i = 1
  xy : S 0 * S 1 = Complex.I • S 2
  yx : S 1 * S 0 = (-Complex.I) • S 2
  yz : S 1 * S 2 = Complex.I • S 0
  zy : S 2 * S 1 = (-Complex.I) • S 0
  zx : S 2 * S 0 = Complex.I • S 1
  xz : S 0 * S 2 = (-Complex.I) • S 1

/-- The scalar product `a · V` of a real vector with a vector of operators. -/
def along (a : Fin 3 → ℝ) (V : Fin 3 → A) : A := ∑ i, (a i : ℂ) • V i

/-- The vector product `V × q` of a vector of operators with a real vector. -/
def cross (V : Fin 3 → A) (q : Fin 3 → ℝ) : Fin 3 → A :=
  ![(q 2 : ℂ) • V 1 - (q 1 : ℂ) • V 2,
    (q 0 : ℂ) • V 2 - (q 2 : ℂ) • V 0,
    (q 1 : ℂ) • V 0 - (q 0 : ℂ) • V 1]

/-- The current `J_i = S_i (S · p) + (S · p') S_i` of an electron scattered from
momentum `p` to momentum `p'`. -/
def current (S : Fin 3 → A) (p p' : Fin 3 → ℝ) (i : Fin 3) : A :=
  S i * along p S + along p' S * S i

/-- The current is the sum of a convection part `p + p'` and a spin part
`i S × (p' - p)`. -/
theorem current_eq {S : Fin 3 → A} (hS : IsPauliTriple S) (p p' : Fin 3 → ℝ) (i : Fin 3) :
    current S p p' i =
      (((p + p') i : ℝ) : ℂ) • (1 : A) + Complex.I • cross S (p' - p) i := by
  fin_cases i <;>
    simp [current, along, cross, Fin.sum_univ_three, mul_add, add_mul, hS.sq,
      hS.xy, hS.yx, hS.yz, hS.zy, hS.zx, hS.xz] <;>
    module

/-- When the momentum transfer is parallel to `q`, the scalar product of `q` with the current is the
number `q · (p + p')`, free of spin. -/
theorem along_current {S : Fin 3 → A} (hS : IsPauliTriple S) {p p' q : Fin 3 → ℝ} {c : ℝ}
    (h : p' - p = c • q) :
    along q (current S p p') = ((q ⬝ᵥ (p + p') : ℝ) : ℂ) • (1 : A) := by
  simp only [along, current_eq hS, h]
  -- the spin part drops out because `q · (S × q) = 0`
  simp [cross, dotProduct, Fin.sum_univ_three]
  module

/-- The scalar product of the momentum transfer with the current is the change `p'² - p²` of the
squared momentum. -/
theorem current_continuity {S : Fin 3 → A} (hS : IsPauliTriple S) (p p' : Fin 3 → ℝ) :
    along (p' - p) (current S p p') = ((p' ⬝ᵥ p' - p ⬝ᵥ p : ℝ) : ℂ) • (1 : A) := by
  have e : (p' - p) ⬝ᵥ (p + p') = p' ⬝ᵥ p' - p ⬝ᵥ p := by
    simp only [dotProduct, Fin.sum_univ_three, Pi.add_apply, Pi.sub_apply]
    ring
  rw [along_current hS (c := 1) (by simp), e]

/-- Reversing the momentum transfer reverses `V × q`. -/
theorem cross_neg (V : Fin 3 → A) (q : Fin 3 → ℝ) (i : Fin 3) :
    cross V (-q) i = -cross V q i := by
  fin_cases i <;> simp [cross] <;> module

/-- The spin-spin contraction: `(S × q) · (T × q) = q² S · T - (S · q)(T · q)`. -/
theorem cross_mul_cross (S T : Fin 3 → A) (q : Fin 3 → ℝ) :
    ∑ i, cross S q i * cross T q i =
      ((q ⬝ᵥ q : ℝ) : ℂ) • ∑ i, S i * T i - along q S * along q T := by
  simp [cross, along, dotProduct, Fin.sum_univ_three, mul_add, add_mul, mul_sub, sub_mul]
  module

/-- Two electrons exchange the momentum `q`. The product of their currents is the sum of an
orbit-orbit term, two spin-other-orbit terms and a spin-spin term. -/
theorem breit_pauli_reduction {S T : Fin 3 → A} (hS : IsPauliTriple S) (hT : IsPauliTriple T)
    {p₁ p₁' p₂ p₂' q : Fin 3 → ℝ} (h₁ : p₁' - p₁ = q) (h₂ : p₂' - p₂ = -q) :
    ∑ i, current S p₁ p₁' i * current T p₂ p₂' i =
      (((p₁ + p₁') ⬝ᵥ (p₂ + p₂') : ℝ) : ℂ) • (1 : A)
      + Complex.I • along (p₂ + p₂') (cross S q)
      - Complex.I • along (p₁ + p₁') (cross T q)
      + (((q ⬝ᵥ q : ℝ) : ℂ) • ∑ i, S i * T i - along q S * along q T) := by
  -- multiply the two currents component by component
  have hJ : ∀ i, current S p₁ p₁' i * current T p₂ p₂' i =
      (((p₁ + p₁') i * (p₂ + p₂') i : ℝ) : ℂ) • (1 : A)
      + Complex.I • ((((p₂ + p₂') i : ℝ) : ℂ) • cross S q i)
      - Complex.I • ((((p₁ + p₁') i : ℝ) : ℂ) • cross T q i)
      + cross S q i * cross T q i := by
    intro i
    rw [current_eq hS, current_eq hT, h₁, h₂, cross_neg, Complex.ofReal_mul]
    have hI : (Complex.I * Complex.I) • (cross S q i * cross T q i)
        = -(cross S q i * cross T q i) := by
      rw [Complex.I_mul_I, neg_one_smul]
    simp only [mul_add, add_mul, smul_mul_assoc, mul_smul_comm, one_mul, mul_one,
      smul_neg, mul_neg]
    linear_combination (norm := module) (-1 : ℂ) • hI
  -- sum over components and contract the two spin parts
  rw [Finset.sum_congr rfl fun i _ => hJ i, Finset.sum_add_distrib,
    Finset.sum_sub_distrib, Finset.sum_add_distrib, cross_mul_cross]
  simp only [along, dotProduct, Finset.smul_sum, Complex.ofReal_sum, Finset.sum_smul]

/-- The transverse contraction of the two currents, multiplied by `q²`: the orbit-orbit term becomes
`q² P₁ · P₂ - (q · P₁)(q · P₂)`, where `P₁ = p₁ + p₁'` and `P₂ = p₂ + p₂'`, and the spin terms are
those of the full product times `q²`. -/
theorem transverse_reduction {S T : Fin 3 → A} (hS : IsPauliTriple S) (hT : IsPauliTriple T)
    {p₁ p₁' p₂ p₂' q : Fin 3 → ℝ} (h₁ : p₁' - p₁ = q) (h₂ : p₂' - p₂ = -q) :
    ((q ⬝ᵥ q : ℝ) : ℂ) • ∑ i, current S p₁ p₁' i * current T p₂ p₂' i
        - along q (current S p₁ p₁') * along q (current T p₂ p₂') =
      (((q ⬝ᵥ q) * ((p₁ + p₁') ⬝ᵥ (p₂ + p₂'))
        - (q ⬝ᵥ (p₁ + p₁')) * (q ⬝ᵥ (p₂ + p₂')) : ℝ) : ℂ) • (1 : A)
      + ((q ⬝ᵥ q : ℝ) : ℂ) • (Complex.I • along (p₂ + p₂') (cross S q)
        - Complex.I • along (p₁ + p₁') (cross T q)
        + (((q ⬝ᵥ q : ℝ) : ℂ) • ∑ i, S i * T i - along q S * along q T)) := by
  rw [breit_pauli_reduction hS hT h₁ h₂,
    along_current hS (c := 1) (by rw [h₁, one_smul]),
    along_current hT (c := -1) (by rw [h₂, neg_one_smul])]
  simp only [smul_mul_assoc, one_mul, Complex.ofReal_sub, Complex.ofReal_mul]
  module

/-- The three Pauli matrices. -/
def pauli : Fin 3 → Matrix (Fin 2) (Fin 2) ℂ :=
  ![!![0, 1; 1, 0], !![0, -Complex.I; Complex.I, 0], !![1, 0; 0, -1]]

/-- The Pauli matrices satisfy the product rules. -/
theorem pauli_witness : IsPauliTriple pauli := by
  constructor
  · intro i
    fin_cases i <;> ext a b <;> fin_cases a <;> fin_cases b <;>
      simp [pauli, Matrix.mul_apply, Fin.sum_univ_two]
  all_goals
    ext a b
    fin_cases a <;> fin_cases b <;> simp [pauli, Matrix.mul_apply, Fin.sum_univ_two]

/-- The Pauli matrices of the first and of the second electron, acting on the two-electron
spin space, each satisfy the product rules, and the two sets commute. -/
theorem two_electron_witness :
    IsPauliTriple (fun i => pauli i ⊗ₖ (1 : Matrix (Fin 2) (Fin 2) ℂ)) ∧
    IsPauliTriple (fun i => (1 : Matrix (Fin 2) (Fin 2) ℂ) ⊗ₖ pauli i) ∧
    ∀ i j, Commute (pauli i ⊗ₖ (1 : Matrix (Fin 2) (Fin 2) ℂ))
      ((1 : Matrix (Fin 2) (Fin 2) ℂ) ⊗ₖ pauli j) := by
  have h := pauli_witness
  refine ⟨?_, ?_, ?_⟩
  · constructor <;> intros <;>
      simp only [← Matrix.mul_kronecker_mul, h.sq, h.xy, h.yx, h.yz, h.zy, h.zx, h.xz,
        mul_one, Matrix.smul_kronecker, Matrix.one_kronecker_one]
  · constructor <;> intros <;>
      simp only [← Matrix.mul_kronecker_mul, h.sq, h.xy, h.yx, h.yz, h.zy, h.zx, h.xz,
        mul_one, Matrix.kronecker_smul, Matrix.one_kronecker_one]
  · intro i j
    simp only [Commute, SemiconjBy, ← Matrix.mul_kronecker_mul, mul_one, one_mul]

end

end BreitPauliReduction
```

```lean
#print axioms BreitPauliReduction.current_continuity
#print axioms BreitPauliReduction.transverse_reduction
```

```
'BreitPauliReduction.current_continuity' depends on axioms: [propext, Classical.choice, Quot.sound]
'BreitPauliReduction.transverse_reduction' depends on axioms: [propext, Classical.choice, Quot.sound]
```

### How the proofs follow the algebra

The theorem `current_eq` treats the three components separately with `fin_cases i`. In each, `simp` writes out the sums and replaces every product of two spin operators by means of the product rules. What remains is an equality between linear combinations of $1,S_0,S_1,S_2$, and `module` settles it by comparing coefficients.

The theorem `along_current` inserts this formula and the hypothesis $p'-p=c\,q$. The cancellation in $q\cdot(S\times q)$ is then again a comparison of coefficients. Setting $c=1$ and using $(p'-p)\cdot(p+p')=p'^2-p^2$ gives `current_continuity`.

Two lemmas about vector products prepare the two-electron case. The first, `cross_neg`, states $V\times(-q)=-(V\times q)$ and supplies the minus sign in $J_2$. The second, `cross_mul_cross`, is the spin–spin expansion. It uses no product rules and so holds for any two operator vectors.

In `breit_pauli_reduction`, the intermediate statement `hJ` is the product $J_{1,i}J_{2,i}$ for one component. After both currents are rewritten and multiplied out, the spin–spin part carries the factor $-\mathrm i^2$. The tactic `module` treats $\mathrm i$ as an unknown scalar, so the relation $\mathrm i^2=-1$ is provided separately as `hI` and added by `linear_combination`. The proof then sums over $i$, distributes the sum over the four terms, and applies `cross_mul_cross` to the last.

The proof of `transverse_reduction` combines these results. It rewrites the full product with `breit_pauli_reduction` and the longitudinal components with `along_current`, taking $c=1$ for electron 1 and $c=-1$ for electron 2. Collecting coefficients finishes it.

The product rules for the explicit matrices in `pauli_witness` are checked entry by entry. For two electrons, the identity $(K\otimes L)(M\otimes N)=KM\otimes LN$ for matrices reduces each product rule to the one-electron case, and it shows that both orders of a mixed product equal $\sigma_i\otimes\sigma_j$.

### Fixed $4\times4$ matrices in place of an abstract algebra

The statement could also have been written directly for the Kronecker products of Pauli matrices. The hypotheses `IsPauliTriple S` and `IsPauliTriple T` would then disappear from the two-electron theorems, and the formulas would look closer to a textbook calculation. They would, however, apply only to that one four-dimensional space. In the abstract version, the same theorems cover two chosen electrons in a larger spin system, once their spin operators are shown to obey the product rules.
